# Exact decoupling in a constant potential gives the relativistic energy less the rest energy

For one particle of unit mass in a constant real potential `v`, the theorem gives a matrix `X` that takes the large component to the small one, and the energy that results. `K` is a finite square complex matrix with `K² = p²` times the identity, and `c` is positive. The theorem states that `X = cK / (c² + √(c⁴ + c²p²))` solves the decoupling equation `2c²X = cK - [X,V] - cXKX`, and that `V + cKX` is then `v + √(c⁴ + c²p²) - c²` times the identity. The attempt proves two identities between real numbers, `hx` and `h2`, multiplies them by `K` and by the identity matrix, and finishes each half with `linear_combination`.

Lean 4 with Mathlib refuses this proof:

```lean
import Mathlib

open Matrix

namespace ExactDecoupling

noncomputable section

variable {n : Type*} [Fintype n] [DecidableEq n]

/-- The quadratic equation `2c²X = cK - [X,V] - cXKX` for the matrix `X` that maps large
to small components. -/
def IsDecoupling (V K : Matrix n n ℂ) (c : ℝ) (X : Matrix n n ℂ) : Prop :=
  (2 * c ^ 2) • X = c • K - (X * V - V * X) - c • (X * K * X)

/-- The operator `V + cKX` acting on the large component alone. -/
def electronicH (V K : Matrix n n ℂ) (c : ℝ) (X : Matrix n n ℂ) : Matrix n n ℂ :=
  V + c • (K * X)

/-- For a constant potential `v` and `K² = p²`, the matrix `X = cK / (c² + √(c⁴ + c²p²))` solves
the decoupling equation, and `V + cKX` is the number `v + √(c⁴ + c²p²) - c²`. -/
theorem free_particle {K : Matrix n n ℂ} {c p : ℝ} (v : ℝ) (hc : 0 < c)
    (hK : K * K = (p ^ 2) • (1 : Matrix n n ℂ)) :
    IsDecoupling (v • 1) K c ((c / (c ^ 2 + √(c ^ 4 + c ^ 2 * p ^ 2))) • K) ∧
    electronicH (v • 1) K c ((c / (c ^ 2 + √(c ^ 4 + c ^ 2 * p ^ 2))) • K) =
      (v + √(c ^ 4 + c ^ 2 * p ^ 2) - c ^ 2) • (1 : Matrix n n ℂ) := by
  have hw : √(c ^ 4 + c ^ 2 * p ^ 2) ^ 2 = c ^ 4 + c ^ 2 * p ^ 2 :=
    Real.sq_sqrt (by positivity)
  have hd : 0 < c ^ 2 + √(c ^ 4 + c ^ 2 * p ^ 2) := by positivity
  set w := √(c ^ 4 + c ^ 2 * p ^ 2)
  have hxd : c / (c ^ 2 + w) * (c ^ 2 + w) = c := div_mul_cancel₀ c hd.ne'
  set x := c / (c ^ 2 + w)
  -- the kinetic energy, and the scalar form of the decoupling equation
  have h2 : c * x * p ^ 2 = w - c ^ 2 := by
    apply mul_right_cancel₀ hd.ne'
    linear_combination c * p ^ 2 * hxd - hw
  have hx : 2 * c ^ 2 * x = c - c * x ^ 2 * p ^ 2 := by
    linear_combination hxd + x * h2
  constructor
  · have hxK := congrArg (fun t : ℝ => t • K) hx
    simp only at hxK
    unfold IsDecoupling
    simp only [Matrix.smul_mul, Matrix.mul_smul, Matrix.mul_one, Matrix.one_mul, hK]
    linear_combination (norm := module) hxK
  · have h21 := congrArg (fun t : ℝ => t • (1 : Matrix n n ℂ)) h2
    simp only at h21
    unfold electronicH
    simp only [Matrix.mul_smul, hK]
    linear_combination (norm := module) h21

end

end ExactDecoupling
```

Compiling this gives:

```
Main.lean:41:4: error: `simp` made no progress
Main.lean:46:4: error: `simp` made no progress
```

Cause. Both messages say that a `simp only` found nothing to change. Each of these calls follows a `congrArg`, which applies a function such as `fun t : ℝ => t • K` to both sides of a scalar identity. With no lemmas listed, the call was there only to put the two sides in place of `t`. Lean had already done that, so `hxK` and `h21` were already plain equations between multiples of a matrix, and `simp only` fails when it changes nothing.

The repair removes both calls, and the errors go with them. It also replaces each `congrArg` by an equation written out in full, which `rw [hx]` or `rw [h2]` proves by turning the scalar on the left into the one on the right. This second change is tidying: it puts the form that `linear_combination` uses on the page. The mathematics of the proof is unchanged.

The mended proof, as a diff:

```diff
@@ -38,11 +38,10 @@
     linear_combination hxd + x * h2
   constructor
-  · have hxK := congrArg (fun t : ℝ => t • K) hx
-    simp only at hxK
+  · have hxK : (2 * c ^ 2 * x) • K = (c - c * x ^ 2 * p ^ 2) • K := by rw [hx]
     unfold IsDecoupling
     simp only [Matrix.smul_mul, Matrix.mul_smul, Matrix.mul_one, Matrix.one_mul, hK]
     linear_combination (norm := module) hxK
-  · have h21 := congrArg (fun t : ℝ => t • (1 : Matrix n n ℂ)) h2
-    simp only at h21
+  · have h21 : (c * x * p ^ 2) • (1 : Matrix n n ℂ) = (w - c ^ 2) • (1 : Matrix n n ℂ) := by
+      rw [h2]
     unfold electronicH
     simp only [Matrix.mul_smul, hK]
```
